# Two-sided bounds on the GLLB-SC discontinuity on a finite grid

Take one grid point and one occupied level at depth $d\ge 0$ below the valence edge $e_v$. The GLLB response potential is $K\sqrt{\mu-e}$, and raising the reference energy $\mu$ from $e_v$ to $e_v+g$ changes it by $K(\sqrt{d+g}-\sqrt d)$. With $g=7$, a level at the edge gives $K\sqrt7\approx2.65K$, while a level at $d=9$ gives $K(4-3)=K$. The square root is steepest at zero, so shallow levels respond most. The general case is an average of such terms.

GLLB-SC estimates a fundamental gap as the Kohn–Sham gap $g$ plus a discontinuity $\Delta$, and the result below brackets $\Delta$ from $K$, $g$ and the width $W$ of an energy window that reaches from $e_v$ down to the deepest occupied level included in the response potential, for finitely many levels on a finite grid. If semicore or core levels are included, $W$ must cover them too. The full scheme also fixes $K$, adds a screening potential and determines orbitals and energies self-consistently; here $K$, the orbitals and the energies are given inputs, and the screening potential does not appear in the formula for $\Delta$.

## Claim and derivation

Let levels $e_i\in[e_v-W,e_v]$, weights $w_i(x)\ge0$ with $\sum_i w_i(x)=1$ at each grid point $x$, and $c(x)\ge0$ with $\sum_x c(x)=1$ be given, with $g>0$ and $K>0$. Define
$$v(\mu,x)=K\sum_i w_i(x)\sqrt{\mu-e_i},\qquad \Delta=\sum_x c(x)\,[v(e_v+g,x)-v(e_v,x)].$$
The claim is
$$\frac{Kg}{2\sqrt{W+g}}<\Delta\le K\sqrt g .$$

Step 1. Put $s(d)=\sqrt{d+g}-\sqrt d$ for $d\ge0$. Since $(\sqrt{d+g}-\sqrt d)(\sqrt{d+g}+\sqrt d)=g$,
$$s(d)=\frac{g}{\sqrt{d+g}+\sqrt d}.$$
The denominator is positive and strictly increasing, so $s$ is strictly decreasing, with $s(0)=\sqrt g$. Because $\sqrt W<\sqrt{W+g}$, the denominator at $d=W\ge0$ is below $2\sqrt{W+g}$, hence $s(W)>g/(2\sqrt{W+g})$.

Step 2. With $d_i=e_v-e_i\in[0,W]$ we have $e_v+g-e_i=d_i+g$, so
$$\Delta=K\sum_{x,i}p_{x,i}\,s(d_i),\qquad p_{x,i}=c(x)w_i(x).$$
The $p_{x,i}$ are nonnegative and $\sum_{x,i}p_{x,i}=\sum_x c(x)\sum_i w_i(x)=\sum_x c(x)=1$. In particular some level exists, and its position in the window forces $W\ge0$.

Step 3. If $a\le f_q\le b$ and $p$ is a probability vector, then $a=\sum_q p_qa\le\sum_q p_qf_q\le\sum_q p_qb=b$. If all $f_q$ lie on one side of $b$, then $\sum_q p_qf_q-b=\sum_q p_q(f_q-b)$ is a sum of terms of one sign, which vanishes exactly when $f_q=b$ wherever $p_q\ne0$.

Step 4. Monotonicity gives $s(W)\le s(d_i)\le\sqrt g$, so $Ks(W)\le\Delta\le K\sqrt g$, and the last inequality of step 1 yields the claim.

Step 5. By the second half of step 3, $\Delta=K\sqrt g$ exactly when $s(d_i)=s(0)$ for every weighted pair $(x,i)$, which by strict monotonicity means $e_i=e_v$. Likewise $\Delta=Ks(W)$ exactly when every weighted level sits at $e_v-W$.

Step 6. For $w_i(x)=f_i|\psi_i(x)|^2/n(x)$ with $f_i\ge0$ and $n(x)=\sum_i f_i|\psi_i(x)|^2>0$, the weights sum to $n/n=1$. Taking $c=|\varphi|^2$ for a normalised $\varphi$ and adding $g$ bounds the corrected gap $g+\Delta$.

Three examples show hypotheses that cannot be dropped. At $g=0$ with $W>0$, $\Delta=0$ and the strict lower bound reads $0<0$. Without the lower edge of the window, a single level at depth $d\to\infty$ has $s(d)\to0$. With weights $2$ and $-1$ on depths $0$ and $W>0$, which still sum to one, $\Delta=K(2\sqrt g-s(W))>K\sqrt g$.

## Definitions

The type `X` is the grid and `ι` labels the occupied levels; $k$-point labels can be absorbed into `ι`, and so can spin labels in the unpolarised case; a spin-polarised calculation treats each spin channel separately, with its own density. Both are finite, so there are no integrals or continuous bands.

```lean
import Mathlib

open Set

namespace GLLBDiscontinuity

noncomputable section

variable {X ι : Type*} [Fintype X] [Fintype ι]
```

`IsProb` packages nonnegativity and unit sum. It is applied to `c`, to each `w x`, and to the joint weights on `X × ι`.

```lean
/-- A probability vector: nonnegative entries that sum to one. -/
structure IsProb (p : ι → ℝ) : Prop where
  nonneg : ∀ i, 0 ≤ p i
  sum_one : ∑ i, p i = 1
```

The next three definitions are $v(\mu,x)$, its change, and $\Delta$. Energies share one unit and `K` carries the square root of that unit. Any volume element is included in `c`.

```lean
/-- GLLB response potential at grid point `x` for reference energy `μ`:
`K ∑ᵢ wᵢ(x) √(μ - eᵢ)`. -/
def responsePotential (K : ℝ) (e : ι → ℝ) (w : X → ι → ℝ) (μ : ℝ) (x : X) : ℝ :=
  K * ∑ i, w x i * Real.sqrt (μ - e i)

/-- Discontinuity potential: the change of the response potential when the reference energy
moves from `ev` to `ev + g`. -/
def discontinuityPotential (K : ℝ) (e : ι → ℝ) (w : X → ι → ℝ) (ev g : ℝ) (x : X) : ℝ :=
  responsePotential K e w (ev + g) x - responsePotential K e w ev x

/-- GLLB-SC discontinuity `Δ`: the discontinuity potential averaged over the grid with
weights `c`. -/
def discontinuity (K : ℝ) (e : ι → ℝ) (w : X → ι → ℝ) (c : X → ℝ) (ev g : ℝ) : ℝ :=
  ∑ x, c x * discontinuityPotential K e w ev g x
```

`levelShift g d` is $s(d)$ and `jointWeight c w` is $p_{x,i}$.

```lean
/-- Contribution `√(d + g) - √d` of a level lying a depth `d` below `ev`. -/
def levelShift (g d : ℝ) : ℝ :=
  Real.sqrt (d + g) - Real.sqrt d

/-- Joint weight `c(x) wᵢ(x)` of grid point `x` and level `i`. -/
def jointWeight (c : X → ℝ) (w : X → ι → ℝ) (q : X × ι) : ℝ :=
  c q.1 * w q.1 q.2
```

The density and the orbital shares serve step 6. The orbitals are complex-valued functions on the grid.

```lean
/-- Density `n(x) = ∑ᵢ fᵢ |ψᵢ(x)|²` of orbitals `ψᵢ` with occupations `fᵢ`. -/
def density (f : ι → ℝ) (ψ : ι → X → ℂ) (x : X) : ℝ :=
  ∑ i, f i * ‖ψ i x‖ ^ 2

/-- Share `fᵢ |ψᵢ(x)|² / n(x)` of orbital `i` in the density at `x`. -/
def orbitalWeight (f : ι → ℝ) (ψ : ι → X → ℂ) (x : X) (i : ι) : ℝ :=
  f i * ‖ψ i x‖ ^ 2 / density f ψ x
```

## The single level

`levelShift_eq_div` is the rationalised form. After `eq_div_iff` clears the nonzero denominator, `linear_combination h3 - h4` is the difference of squares $(d+g)-d=g$.

```lean
/-- For positive gap and nonnegative depth, the level contribution equals
`g / (√(d + g) + √d)`. -/
theorem levelShift_eq_div {g d : ℝ} (hg : 0 < g) (hd : 0 ≤ d) :
    levelShift g d = g / (Real.sqrt (d + g) + Real.sqrt d) := by
  have h1 : 0 < Real.sqrt (d + g) := Real.sqrt_pos.mpr (by linarith)
  have h2 : 0 ≤ Real.sqrt d := Real.sqrt_nonneg d
  have h3 : Real.sqrt (d + g) ^ 2 = d + g := Real.sq_sqrt (by linarith)
  have h4 : Real.sqrt d ^ 2 = d := Real.sq_sqrt hd
  have h5 : Real.sqrt (d + g) + Real.sqrt d ≠ 0 := (add_pos_of_pos_of_nonneg h1 h2).ne'
  unfold levelShift
  rw [eq_div_iff h5]
  -- difference of squares
  linear_combination h3 - h4
```

Strict decrease is stated on `Ici 0`, the depths $d\ge0$. Facts `h3` and `h4` say that both roots grow, and `div_lt_div_of_pos_left` converts a larger denominator into a smaller quotient.

```lean
/-- For a positive gap, the level contribution strictly decreases with the depth `d ≥ 0`. -/
theorem levelShift_strictAntiOn {g : ℝ} (hg : 0 < g) :
    StrictAntiOn (levelShift g) (Ici 0) := by
  intro a ha b hb hab
  have ha' : 0 ≤ a := ha
  have hb' : 0 ≤ b := hb
  have h1 : 0 < Real.sqrt (a + g) := Real.sqrt_pos.mpr (by linarith)
  have h2 : 0 ≤ Real.sqrt a := Real.sqrt_nonneg a
  have h3 : Real.sqrt a < Real.sqrt b := Real.sqrt_lt_sqrt ha' hab
  have h4 : Real.sqrt (a + g) < Real.sqrt (b + g) :=
    Real.sqrt_lt_sqrt (by linarith) (by linarith)
  rw [levelShift_eq_div hg hb', levelShift_eq_div hg ha']
  -- the denominator grows with depth
  exact div_lt_div_of_pos_left hg (by linarith) (by linarith)
```

The same comparison of denominators, with $\sqrt W<\sqrt{W+g}$, completes step 1.

```lean
/-- The contribution of a level at depth `W ≥ 0` is strictly larger than
`g / (2 √(W + g))`. -/
theorem lt_levelShift {g W : ℝ} (hg : 0 < g) (hW : 0 ≤ W) :
    g / (2 * Real.sqrt (W + g)) < levelShift g W := by
  have h1 : 0 < Real.sqrt (W + g) := Real.sqrt_pos.mpr (by linarith)
  have h2 : 0 ≤ Real.sqrt W := Real.sqrt_nonneg W
  have h3 : Real.sqrt W < Real.sqrt (W + g) := Real.sqrt_lt_sqrt hW (by linarith)
  rw [levelShift_eq_div hg hW]
  exact div_lt_div_of_pos_left hg (by linarith) (by linarith)
```

## Averages

The `calc` chain in `isProb_jointWeight` is the double sum of step 2, performed over $i$ first.

```lean
/-- If `c` and every `w(x, ·)` are probability vectors, so are the joint weights
`c(x) wᵢ(x)`. -/
theorem isProb_jointWeight {c : X → ℝ} {w : X → ι → ℝ} (hc : IsProb c)
    (hw : ∀ x, IsProb (w x)) : IsProb (jointWeight c w) := by
  refine ⟨fun q => mul_nonneg (hc.nonneg _) ((hw _).nonneg _), ?_⟩
  calc ∑ q, jointWeight c w q = ∑ x, c x * ∑ i, w x i := by
        rw [Fintype.sum_prod_type]
        refine Finset.sum_congr rfl fun x _ => ?_
        rw [Finset.mul_sum]
        rfl
    _ = ∑ x, c x := Finset.sum_congr rfl fun x _ => by rw [(hw x).sum_one, mul_one]
    _ = 1 := hc.sum_one
```

`discontinuity_eq_mean` is purely algebraic and has no hypotheses: `h` rewrites $e_v+g-e_i$ as $d_i+g$, and the two sides are matched term by term.

```lean
/-- The discontinuity is `K` times the sum of the level contributions at depths `ev - eᵢ`
taken with the joint weights. -/
theorem discontinuity_eq_mean (K : ℝ) (e : ι → ℝ) (w : X → ι → ℝ) (c : X → ℝ) (ev g : ℝ) :
    discontinuity K e w c ev g =
      K * ∑ q : X × ι, jointWeight c w q * levelShift g (ev - e q.2) := by
  have h : ∀ i, ev + g - e i = ev - e i + g := fun i => by ring
  unfold discontinuity
  rw [Fintype.sum_prod_type, Finset.mul_sum]
  refine Finset.sum_congr rfl fun x _ => ?_
  simp only [discontinuityPotential, responsePotential, jointWeight, levelShift, h,
    Finset.mul_sum, ← Finset.sum_sub_distrib]
  refine Finset.sum_congr rfl fun i _ => ?_
  ring
```

Step 3 occupies two lemmas. The first compares sums termwise after writing each bound as its own average.

```lean
/-- An average with a probability vector of values in `[a, b]` lies in `[a, b]`. -/
theorem mean_mem_Icc {p f : ι → ℝ} {a b : ℝ} (hp : IsProb p) (hf : ∀ i, f i ∈ Icc a b) :
    ∑ i, p i * f i ∈ Icc a b := by
  constructor
  · calc a = ∑ i, p i * a := by rw [← Finset.sum_mul, hp.sum_one, one_mul]
      _ ≤ ∑ i, p i * f i := Finset.sum_le_sum fun i _ =>
          mul_le_mul_of_nonneg_left (hf i).1 (hp.nonneg i)
  · calc ∑ i, p i * f i ≤ ∑ i, p i * b := Finset.sum_le_sum fun i _ =>
          mul_le_mul_of_nonneg_left (hf i).2 (hp.nonneg i)
      _ = b := by rw [← Finset.sum_mul, hp.sum_one, one_mul]
```

In the second, `key` is the identity $\sum p(f-b)=\sum pf-b$ and `hzero` the vanishing of a one-signed sum. The disjunction `hf` lets one lemma serve both equality cases.

```lean
/-- If all values lie on one side of `b`, their average equals `b` exactly when every value
carrying nonzero weight equals `b`. -/
theorem mean_eq_iff {p f : ι → ℝ} {b : ℝ} (hp : IsProb p)
    (hf : (∀ i, f i ≤ b) ∨ ∀ i, b ≤ f i) :
    ∑ i, p i * f i = b ↔ ∀ i, p i ≠ 0 → f i = b := by
  have key : ∑ i, p i * (f i - b) = ∑ i, p i * f i - b := by
    simp only [mul_sub, Finset.sum_sub_distrib, ← Finset.sum_mul, hp.sum_one, one_mul]
  -- a sum of terms of one sign vanishes only term by term
  have hzero : ∑ i, p i * (f i - b) = 0 ↔ ∀ i ∈ Finset.univ, p i * (f i - b) = 0 := by
    rcases hf with hf | hf
    · exact Finset.sum_eq_zero_iff_of_nonpos fun i _ => by
        nlinarith [mul_nonneg (hp.nonneg i) (sub_nonneg.mpr (hf i))]
    · exact Finset.sum_eq_zero_iff_of_nonneg fun i _ =>
        mul_nonneg (hp.nonneg i) (sub_nonneg.mpr (hf i))
  constructor
  · intro h i hi
    have h0 := hzero.mp (by rw [key, h, sub_self]) i (Finset.mem_univ i)
    have h1 := (mul_eq_zero.mp h0).resolve_left hi
    linarith
  · intro h
    have h0 := hzero.mpr fun i _ => by
      by_cases hi : p i = 0
      · rw [hi, zero_mul]
      · rw [h i hi, sub_self, mul_zero]
    linarith
```

## The bounds

`discontinuity_sharp_bounds` states $Ks(W)\le\Delta\le K\sqrt g$ and, unlike the main theorem, also allows `K = 0`. Here `hd` and `hdW` place each depth in $[0,W]$, `hr` bounds each contribution, and `hm` averages with the joint weights.

```lean
/-- For `K ≥ 0`, `g > 0`, probability vectors `c` and `w(x, ·)` and levels in
`[ev - W, ev]`, the discontinuity lies between `K (√(W + g) - √W)` and
`K √g`. -/
theorem discontinuity_sharp_bounds {K ev g W : ℝ} {e : ι → ℝ} {w : X → ι → ℝ} {c : X → ℝ}
    (hK : 0 ≤ K) (hg : 0 < g) (he : ∀ i, e i ∈ Icc (ev - W) ev)
    (hw : ∀ x, IsProb (w x)) (hc : IsProb c) :
    K * levelShift g W ≤ discontinuity K e w c ev g ∧
      discontinuity K e w c ev g ≤ K * Real.sqrt g := by
  have hd : ∀ i, 0 ≤ ev - e i := fun i => sub_nonneg.mpr (he i).2
  have hdW : ∀ i, ev - e i ≤ W := fun i => by linarith [(he i).1]
  have h0 : levelShift g 0 = Real.sqrt g := by simp [levelShift]
  have anti : ∀ a b, 0 ≤ a → a ≤ b → levelShift g b ≤ levelShift g a := fun a b ha hab =>
    (levelShift_strictAntiOn hg).antitoneOn (mem_Ici.mpr ha) (mem_Ici.mpr (ha.trans hab)) hab
  -- each level contributes between the value at depth W and the value at depth 0
  have hr : ∀ i, levelShift g (ev - e i) ∈ Icc (levelShift g W) (Real.sqrt g) := fun i =>
    ⟨anti _ _ (hd i) (hdW i), (anti 0 _ le_rfl (hd i)).trans h0.le⟩
  have hm := mean_mem_Icc (f := fun q : X × ι => levelShift g (ev - e q.2))
    (isProb_jointWeight hc hw) fun q => hr q.2
  rw [discontinuity_eq_mean]
  exact ⟨mul_le_mul_of_nonneg_left hm.1 hK, mul_le_mul_of_nonneg_left hm.2 hK⟩
```

The main theorem reads: for $K>0$, $g>0$, every `e i` in `Icc (ev - W) ev`, and probability vectors `w x` and `c`, the discontinuity is strictly above $Kg/(2\sqrt{W+g})$ and at most $K\sqrt g$. Nonnegativity of $W$ is derived in `hW`: if it failed, no pair $(x,i)$ could exist and the joint weights could not sum to one. Nothing ties `g` to an unoccupied eigenvalue or `ev` to the highest level; `ev` is the initial reference energy, and no level has to lie exactly there. The final `calc` uses `hK` to keep the inequality strict.

```lean
/-- Main result: for levels in `[ev - W, ev]`, positive gap `g`, positive `K` and
probability vectors `c` and `w(x, ·)`, the GLLB-SC
discontinuity satisfies `K g / (2 √(W + g)) < Δ ≤ K √g`. -/
theorem discontinuity_bounds {K ev g W : ℝ} {e : ι → ℝ} {w : X → ι → ℝ} {c : X → ℝ}
    (hK : 0 < K) (hg : 0 < g) (he : ∀ i, e i ∈ Icc (ev - W) ev)
    (hw : ∀ x, IsProb (w x)) (hc : IsProb c) :
    K * g / (2 * Real.sqrt (W + g)) < discontinuity K e w c ev g ∧
      discontinuity K e w c ev g ≤ K * Real.sqrt g := by
  -- some level exists because the weights sum to one, so the window has W ≥ 0
  have hW : 0 ≤ W := by
    by_contra h
    have h1 := (isProb_jointWeight hc hw).sum_one
    have h2 : ∀ q : X × ι, jointWeight c w q = 0 := fun q =>
      absurd (show (0 : ℝ) ≤ W by linarith [(he q.2).1, (he q.2).2]) h
    simp [h2] at h1
  obtain ⟨hlo, hup⟩ := discontinuity_sharp_bounds hK.le hg he hw hc
  refine ⟨?_, hup⟩
  calc K * g / (2 * Real.sqrt (W + g)) = K * (g / (2 * Real.sqrt (W + g))) :=
        mul_div_assoc _ _ _
    _ < K * levelShift g W := mul_lt_mul_of_pos_left (lt_levelShift hg hW) hK
    _ ≤ discontinuity K e w c ev g := hlo
```

The upper equality case involves no width and assumes only `e i ≤ ev`. The factor $K$ is cancelled, `mean_eq_iff` reduces the equation to the weighted pairs, and `injOn`, from strict monotonicity, turns equal contributions into equal depths. Levels with zero joint weight are unconstrained by the condition.

```lean
/-- For `K > 0`, `g > 0`, probability vectors `c` and `w(x, ·)` and levels not above
`ev`, the discontinuity equals `K √g` exactly when every level with
nonzero joint weight lies at `ev`. -/
theorem discontinuity_eq_upper_iff {K ev g : ℝ} {e : ι → ℝ} {w : X → ι → ℝ} {c : X → ℝ}
    (hK : 0 < K) (hg : 0 < g) (he : ∀ i, e i ≤ ev)
    (hw : ∀ x, IsProb (w x)) (hc : IsProb c) :
    discontinuity K e w c ev g = K * Real.sqrt g ↔
      ∀ x i, c x * w x i ≠ 0 → e i = ev := by
  have hd : ∀ i, ev - e i ∈ Ici (0 : ℝ) := fun i => mem_Ici.mpr (sub_nonneg.mpr (he i))
  have hz : (0 : ℝ) ∈ Ici (0 : ℝ) := mem_Ici.mpr le_rfl
  have h0 : levelShift g 0 = Real.sqrt g := by simp [levelShift]
  have hr : ∀ i, levelShift g (ev - e i) ≤ Real.sqrt g := fun i =>
    ((levelShift_strictAntiOn hg).antitoneOn hz (hd i) (sub_nonneg.mpr (he i))).trans h0.le
  have hm := mean_eq_iff (f := fun q : X × ι => levelShift g (ev - e q.2))
    (isProb_jointWeight hc hw) (Or.inl fun q => hr q.2)
  rw [discontinuity_eq_mean, mul_right_inj' hK.ne']
  refine hm.trans ⟨fun h x i hxi => ?_, fun h q hq => ?_⟩
  · -- strict monotonicity fixes the depth
    have h1 : levelShift g (ev - e i) = levelShift g 0 := (h (x, i) hxi).trans h0.symm
    have h2 := (levelShift_strictAntiOn hg).injOn (hd i) hz h1
    linarith
  · have h1 : e q.2 = ev := h q.1 q.2 hq
    show levelShift g (ev - e q.2) = Real.sqrt g
    rw [h1, sub_self, h0]
```

The lower case concerns $Ks(W)$, which can be attained, unlike the strict bound of the main theorem. That the two lower bounds approach each other in ratio when $W\gg g$ is visible from step 1 but is left unproved in Lean.

```lean
/-- For `K > 0`, `g > 0`, probability vectors `c` and `w(x, ·)` and levels in
`[ev - W, ev]`, the discontinuity equals `K (√(W + g) - √W)` exactly when
every level with nonzero joint weight lies at `ev - W`. -/
theorem discontinuity_eq_lower_iff {K ev g W : ℝ} {e : ι → ℝ} {w : X → ι → ℝ} {c : X → ℝ}
    (hK : 0 < K) (hg : 0 < g) (he : ∀ i, e i ∈ Icc (ev - W) ev)
    (hw : ∀ x, IsProb (w x)) (hc : IsProb c) :
    discontinuity K e w c ev g = K * levelShift g W ↔
      ∀ x i, c x * w x i ≠ 0 → e i = ev - W := by
  have hd : ∀ i, 0 ≤ ev - e i := fun i => sub_nonneg.mpr (he i).2
  have hdW : ∀ i, ev - e i ≤ W := fun i => by linarith [(he i).1]
  have hr : ∀ i, levelShift g W ≤ levelShift g (ev - e i) := fun i =>
    (levelShift_strictAntiOn hg).antitoneOn (mem_Ici.mpr (hd i))
      (mem_Ici.mpr ((hd i).trans (hdW i))) (hdW i)
  have hm := mean_eq_iff (f := fun q : X × ι => levelShift g (ev - e q.2))
    (isProb_jointWeight hc hw) (Or.inr fun q => hr q.2)
  rw [discontinuity_eq_mean, mul_right_inj' hK.ne']
  refine hm.trans ⟨fun h x i hxi => ?_, fun h q hq => ?_⟩
  · -- strict monotonicity fixes the depth
    have h1 : levelShift g (ev - e i) = levelShift g W := h (x, i) hxi
    have h2 := (levelShift_strictAntiOn hg).injOn (mem_Ici.mpr (hd i))
      (mem_Ici.mpr ((hd i).trans (hdW i))) h1
    linarith
  · have h1 : e q.2 = ev - W := h q.1 q.2 hq
    show levelShift g (ev - e q.2) = levelShift g W
    rw [h1, sub_sub_cancel]
```

## Orbital form

`corrected_gap_bounds` places $g+\Delta$ in `Ioc`, the interval open below and closed above. The state `φ` stands for the conduction-edge orbital, but only its normalisation `hφ` is used. The `ψ i` need not be normalised, orthogonal or eigenfunctions of any Hamiltonian, and the occupations are only nonnegative. Positivity of the density, `hn`, is assumed: at a point with $n(x)=0$ Lean's division returns zero shares, which would not sum to one. The proof checks the two probability conditions, with `div_self` giving $n/n=1$, and adds $g$ to the main theorem. The statement bounds the model's estimate and says nothing about its agreement with the gap of the interacting system.

```lean
/-- For `K > 0`, `g > 0`, levels in `[ev - W, ev]` and occupations `fᵢ ≥ 0`, with weights
`fᵢ |ψᵢ(x)|² / n(x)` for a positive density and grid weights `|φ(x)|²` of a
normalised orbital, the corrected gap obeys
`g + K g / (2 √(W + g)) < g + Δ ≤ g + K √g`. -/
theorem corrected_gap_bounds {K ev g W : ℝ} {e f : ι → ℝ} {ψ : ι → X → ℂ} {φ : X → ℂ}
    (hK : 0 < K) (hg : 0 < g) (he : ∀ i, e i ∈ Icc (ev - W) ev)
    (hf : ∀ i, 0 ≤ f i) (hn : ∀ x, 0 < density f ψ x) (hφ : ∑ x, ‖φ x‖ ^ 2 = 1) :
    g + discontinuity K e (orbitalWeight f ψ) (fun x => ‖φ x‖ ^ 2) ev g ∈
      Ioc (g + K * g / (2 * Real.sqrt (W + g))) (g + K * Real.sqrt g) := by
  -- the orbital shares of the density form a probability vector at each point
  have hw : ∀ x, IsProb (orbitalWeight f ψ x) := fun x => by
    refine ⟨fun i => div_nonneg (mul_nonneg (hf i) (sq_nonneg _)) (hn x).le, ?_⟩
    simp only [orbitalWeight]
    rw [← Finset.sum_div]
    exact div_self (hn x).ne'
  have hc : IsProb (fun x => ‖φ x‖ ^ 2) := ⟨fun x => sq_nonneg _, hφ⟩
  obtain ⟨h1, h2⟩ := discontinuity_bounds hK hg he hw hc
  exact ⟨by linarith, by linarith⟩

end

end GLLBDiscontinuity
```

```lean
#print axioms GLLBDiscontinuity.discontinuity_bounds
#print axioms GLLBDiscontinuity.discontinuity_eq_upper_iff
#print axioms GLLBDiscontinuity.discontinuity_eq_lower_iff
#print axioms GLLBDiscontinuity.corrected_gap_bounds
```

```
'GLLBDiscontinuity.discontinuity_bounds' depends on axioms: [propext, Classical.choice, Quot.sound]
'GLLBDiscontinuity.discontinuity_eq_upper_iff' depends on axioms: [propext, Classical.choice, Quot.sound]
'GLLBDiscontinuity.discontinuity_eq_lower_iff' depends on axioms: [propext, Classical.choice, Quot.sound]
'GLLBDiscontinuity.corrected_gap_bounds' depends on axioms: [propext, Classical.choice, Quot.sound]
```
